# Greedy BFGS approaches a fixed positive definite Hessian from above at a geometric rate

## A Hessian that stays fixed

The Hessian is taken here to be one constant matrix $A$, and the gradient change along a step $s$ is exactly $y=As$. This describes a quadratic energy surface, such as the harmonic approximation around a minimum. The quantity followed is the error of the approximate Hessian $B$, not the position of a minimiser.

Let $A$ be a real symmetric $n\times n$ matrix with
$$m|v|^2\le v^TAv\le L|v|^2,\qquad m>0 .$$
The constants $m$ and $L$ bound the softest and stiffest curvatures. For a molecule, $m>0$ requires that overall translations and rotations have been removed. The BFGS update is
$$B_+=B-\frac{Bs\,(Bs)^T}{s^TBs}+\frac{yy^T}{s^Ty}.$$
The greedy version takes $s=e_i$, the unit vector along a coordinate $i$ that maximises $B_{ii}/A_{ii}$.

## The contraction and its formal reading

Write $\sigma(B)=\operatorname{tr}(A^{-1}(B-A))$. If $B-A$ is positive semidefinite, one greedy step gives
$$\sigma(B_+)\le\Bigl(1-\frac{m}{nL}\Bigr)\sigma(B),$$
and $B_+-A$ is again positive semidefinite. After $k$ steps the error is at most $(1-m/(nL))^k$ times the initial one.

In Lean, coordinates are labelled by a finite type `ι`, and $n$ is `Fintype.card ι`. `SpectralBounds A m L` holds the symmetry of $A$ and the two curvature bounds, stated through quadratic forms and not eigenvalues. `hessError A B` is $\sigma(B)$, `bfgs` is the update for general $s$ and $y$, and `coordStep` sets $s=e_i$, $y=Ae_i$. `IsGreedy A B i` says that $i$ attains the maximum; ties may be broken in any way. `PosSemidef` includes symmetry, so $B$ is symmetric too.

`greedy_bfgs_step` is the one-step bound. `greedy_bfgs_rate` takes a sequence of matrices and indices that obeys the greedy rule and gives both the positivity and the $k$-step bound. Neither theorem treats a Hessian that changes along the path, rounding errors, or the convergence of a geometry.

## From one direction to the whole trace

**Progress along $s$.** For $s\ne0$ put $a=s^TAs$, $b=s^TBs$, $w=A^{-1}Bs$ and $c=w^TAw=(Bs)^TA^{-1}Bs$. Here $b\ge a>0$. Since $\operatorname{tr}(A^{-1}uu^T)=u^TA^{-1}u$, the update gives
$$\sigma(B_+)=\sigma(B)-\frac cb+1 .$$
Because $s^TAw=s^TBs=b$,
$$0\le\Bigl(w-\frac ba s\Bigr)^TA\Bigl(w-\frac ba s\Bigr)=c-\frac{b^2}{a}.$$
Thus $c/b\ge b/a$, and $\sigma(B_+)\le\sigma(B)-(b/a-1)$.

**Comparing two traces.** For any $u$, let $z=A^{-1}u$. The lower curvature bound gives $m|z|^2\le z^TAz=u^Tz$, so
$$0\le|u-mz|^2=|u|^2-2m\,u^Tz+m^2|z|^2\le|u|^2-m\,u^Tz .$$
Hence $m\,u^TA^{-1}u\le|u|^2$. Let $C$ be positive semidefinite with orthonormal eigenvectors $b_j$ and eigenvalues $\lambda_j\ge0$. Then
$$m\operatorname{tr}(A^{-1}C)=\sum_j\lambda_j\,m\,b_j^TA^{-1}b_j\le\sum_j\lambda_j=\operatorname{tr}C .$$

**Using the greedy choice.** Let $\theta=B_{ii}/A_{ii}-1\ge0$. For every $j$, greediness gives $B_{jj}\le(1+\theta)A_{jj}$, so $(B-A)_{jj}\le\theta A_{jj}\le\theta L$. Summing over $j$ and taking $C=B-A$ above,
$$m\,\sigma(B)\le\operatorname{tr}(B-A)\le nL\theta .$$
With $s=e_i$ the progress $b/a-1$ equals $\theta$, so $\sigma(B_+)\le\sigma(B)-\theta\le(1-m/(nL))\sigma(B)$.

**Staying above $A$.** For any $x$ let $p=s^TBx$, $q=s^TAx$ and $t=p/b$. Comparing $B$ with $A$ at $x-ts$ gives
$$x^TBx-\frac{p^2}{b}\ge x^TAx-2tq+t^2a .$$
Therefore
$$x^T(B_+-A)x=x^TBx-\frac{p^2}{b}+\frac{q^2}{a}-x^TAx\ge a\Bigl(t-\frac qa\Bigr)^2\ge0 .$$
The one-step bound can now be applied again. Since $m\le L\le nL$, its factor is nonnegative, and induction gives the $k$-step bound.

## A coordinate that teaches nothing

Without the greedy rule the bound can fail. Take $A=I$ in two dimensions, $m=L=1$ and $B=\operatorname{diag}(1,2)$. Then $\sigma(B)=1$ and the promised factor is $1/2$. A step along $e_1$, where $B$ is already correct, returns $B_+=B$, and the error stays at $1$. The greedy choice $e_2$ gives $B_+=A$.

## The update in code

With $y$ the $i$-th column of $A$ and $u$ the $i$-th column of $B$, the step is
$$B\leftarrow B-\frac{uu^T}{u_i}+\frac{yy^T}{y_i},$$
at a cost of order $n^2$ once $y$ is known. The start $B=LI$ satisfies the positivity hypothesis. On a strictly harmonic surface, $y$ is the change of gradient under a unit displacement of coordinate $i$, and the theorem bounds the error of the approximate Hessian built in this way. This is no shortcut to a fixed Hessian: unit displacements of all $n$ coordinates give every column of $A$, and so $A$ itself. The rule also needs the diagonal of $A$, and it differs from ordinary BFGS, where $s$ is the optimisation step just taken.

## The Lean file

```lean
import Mathlib

open Matrix

namespace GreedyBFGS

noncomputable section

variable {ι : Type*} [Fintype ι] [DecidableEq ι]

/-- The Hessian `A` is symmetric and its quadratic form lies between `m |v|²` and `L |v|²`,
with `m` positive. -/
structure SpectralBounds (A : Matrix ι ι ℝ) (m L : ℝ) : Prop where
  symm : A.IsSymm
  pos : 0 < m
  lower : ∀ v : ι → ℝ, m * (v ⬝ᵥ v) ≤ v ⬝ᵥ A *ᵥ v
  upper : ∀ v : ι → ℝ, v ⬝ᵥ A *ᵥ v ≤ L * (v ⬝ᵥ v)

/-- The BFGS update of the Hessian approximation `B` for a step `s` and gradient change `y`. -/
def bfgs (B : Matrix ι ι ℝ) (s y : ι → ℝ) : Matrix ι ι ℝ :=
  B - (s ⬝ᵥ B *ᵥ s)⁻¹ • vecMulVec (B *ᵥ s) (B *ᵥ s) + (s ⬝ᵥ y)⁻¹ • vecMulVec y y

/-- The error `tr (A⁻¹ (B - A))` of the approximation `B` to the Hessian `A`. -/
def hessError (A B : Matrix ι ι ℝ) : ℝ := (A⁻¹ * (B - A)).trace

/-- The coordinate `i` maximises the ratio of diagonal entries `B i i / A i i`. -/
def IsGreedy (A B : Matrix ι ι ℝ) (i : ι) : Prop := ∀ j, B j j / A j j ≤ B i i / A i i

/-- The BFGS update along the coordinate direction `i`, with gradient change `A eᵢ`. -/
def coordStep (A B : Matrix ι ι ℝ) (i : ι) : Matrix ι ι ℝ :=
  bfgs B (Pi.single i 1) (A *ᵥ Pi.single i 1)

omit [DecidableEq ι] in
/-- A symmetric matrix defines a symmetric bilinear form. -/
theorem form_comm {M : Matrix ι ι ℝ} (hM : M.IsSymm) (x y : ι → ℝ) :
    x ⬝ᵥ M *ᵥ y = y ⬝ᵥ M *ᵥ x := by
  rw [Matrix.dotProduct_mulVec, ← Matrix.mulVec_transpose, hM.eq, dotProduct_comm]

omit [DecidableEq ι] in
/-- The quadratic form of a symmetric matrix after a displacement by `-t s`. -/
theorem form_shift {M : Matrix ι ι ℝ} (hM : M.IsSymm) (x s : ι → ℝ) (t : ℝ) :
    (x - t • s) ⬝ᵥ M *ᵥ (x - t • s)
      = x ⬝ᵥ M *ᵥ x - 2 * t * (s ⬝ᵥ M *ᵥ x) + t ^ 2 * (s ⬝ᵥ M *ᵥ s) := by
  simp only [Matrix.mulVec_sub, Matrix.mulVec_smul, sub_dotProduct, dotProduct_sub,
    smul_dotProduct, dotProduct_smul, smul_eq_mul]
  rw [form_comm hM x s]
  ring

omit [DecidableEq ι] in
/-- The curvature of `A` along any nonzero direction is positive. -/
theorem curvature_pos {A : Matrix ι ι ℝ} {m L : ℝ} (h : SpectralBounds A m L)
    {s : ι → ℝ} (hs : s ≠ 0) : 0 < s ⬝ᵥ A *ᵥ s := by
  have h0 : 0 ≤ s ⬝ᵥ s := Finset.sum_nonneg fun i _ => mul_self_nonneg (s i)
  have h1 : s ⬝ᵥ s ≠ 0 := fun h => hs (dotProduct_self_eq_zero.mp h)
  exact lt_of_lt_of_le (mul_pos h.pos (lt_of_le_of_ne h0 h1.symm)) (h.lower s)

/-- The Hessian `A` is invertible. -/
theorem isUnit_det {A : Matrix ι ι ℝ} {m L : ℝ} (h : SpectralBounds A m L) :
    IsUnit A.det := by
  rw [isUnit_iff_ne_zero]
  intro h0
  obtain ⟨v, hv, hAv⟩ := Matrix.exists_mulVec_eq_zero_iff.mpr h0
  have h1 := curvature_pos h hv
  rw [hAv, dotProduct_zero] at h1
  exact lt_irrefl _ h1

omit [DecidableEq ι] in
/-- If `B - A` is positive semidefinite and `A` is symmetric, then `B` is symmetric and its
quadratic form dominates that of `A`. -/
theorem dominates {A B : Matrix ι ι ℝ} (hA : A.IsSymm) (hB : (B - A).PosSemidef) :
    B.IsSymm ∧ ∀ x : ι → ℝ, x ⬝ᵥ A *ᵥ x ≤ x ⬝ᵥ B *ᵥ x := by
  constructor
  · refine Matrix.IsSymm.ext fun i j => ?_
    have h1 := hB.isHermitian.apply i j
    simp only [Matrix.sub_apply, star_trivial] at h1
    linarith [hA.apply i j]
  · intro x
    have h1 := hB.dotProduct_mulVec_nonneg x
    rw [star_trivial, Matrix.sub_mulVec, dotProduct_sub] at h1
    linarith

/-- For positive semidefinite `C`, the trace of `A⁻¹ C` is at most `tr C / m`. -/
theorem trace_inv_mul_le {A C : Matrix ι ι ℝ} {m L : ℝ} (h : SpectralBounds A m L)
    (hC : C.PosSemidef) : m * (A⁻¹ * C).trace ≤ C.trace := by
  -- the bound for a single vector, from `0 ≤ |u - m A⁻¹ u|²`
  have key : ∀ u : ι → ℝ, m * (u ⬝ᵥ A⁻¹ *ᵥ u) ≤ u ⬝ᵥ u := by
    intro u
    have hu : A *ᵥ (A⁻¹ *ᵥ u) = u := by
      rw [Matrix.mulVec_mulVec, Matrix.mul_nonsing_inv _ (isUnit_det h), Matrix.one_mulVec]
    have h1 := h.lower (A⁻¹ *ᵥ u)
    rw [hu, dotProduct_comm _ u] at h1
    have h0 : 0 ≤ (u - m • (A⁻¹ *ᵥ u)) ⬝ᵥ (u - m • (A⁻¹ *ᵥ u)) :=
      Finset.sum_nonneg fun i _ => mul_self_nonneg _
    simp only [sub_dotProduct, dotProduct_sub, smul_dotProduct, dotProduct_smul,
      smul_eq_mul] at h0
    rw [dotProduct_comm (A⁻¹ *ᵥ u) u] at h0
    linarith [mul_le_mul_of_nonneg_left h1 h.pos.le]
  -- evaluate both traces in the orthonormal eigenbasis of `C`
  let b := hC.isHermitian.eigenvectorBasis
  let U : Matrix ι ι ℝ := fun k j => (b j).ofLp k
  have hU : Uᵀ * U = 1 := by
    ext i j
    have h1 := orthonormal_iff_ite.mp b.orthonormal i j
    rw [Matrix.one_apply, ← h1, Matrix.mul_apply, PiLp.inner_apply]
    refine Finset.sum_congr rfl fun x _ => ?_
    change (b i).ofLp x * (b j).ofLp x = _
    simp [mul_comm]
  have tr : ∀ M : Matrix ι ι ℝ, M.trace = ∑ j, (b j).ofLp ⬝ᵥ M *ᵥ (b j).ofLp := by
    intro M
    calc M.trace = (M * U * Uᵀ).trace := by
          rw [Matrix.mul_assoc, mul_eq_one_comm.mp hU, Matrix.mul_one]
      _ = (Uᵀ * (M * U)).trace := Matrix.trace_mul_comm _ _
      _ = ∑ j, (b j).ofLp ⬝ᵥ M *ᵥ (b j).ofLp := rfl
  rw [tr (A⁻¹ * C), tr C, Finset.mul_sum]
  refine Finset.sum_le_sum fun j _ => ?_
  have e : C *ᵥ (b j).ofLp = hC.isHermitian.eigenvalues j • (b j).ofLp :=
    hC.isHermitian.mulVec_eigenvectorBasis j
  rw [← Matrix.mulVec_mulVec, e]
  simp only [Matrix.mulVec_smul, dotProduct_smul, smul_eq_mul]
  linarith [mul_le_mul_of_nonneg_left (key (b j).ofLp) (hC.eigenvalues_nonneg j)]

/-- If `B - A` is positive semidefinite, a BFGS step along any nonzero `s` lowers the error by at
least `sᵀBs / sᵀAs - 1`. -/
theorem bfgs_progress {A B : Matrix ι ι ℝ} {m L : ℝ} (h : SpectralBounds A m L)
    (hB : (B - A).PosSemidef) {s : ι → ℝ} (hs : s ≠ 0) :
    hessError A (bfgs B s (A *ᵥ s))
      ≤ hessError A B - ((s ⬝ᵥ B *ᵥ s) / (s ⬝ᵥ A *ᵥ s) - 1) := by
  have ha := curvature_pos h hs
  have hb := lt_of_lt_of_le ha ((dominates h.symm hB).2 s)
  have tr : ∀ u : ι → ℝ, (A⁻¹ * vecMulVec u u).trace = u ⬝ᵥ A⁻¹ *ᵥ u := by
    intro u
    simp only [Matrix.trace, Matrix.diag_apply, Matrix.mul_apply, Matrix.vecMulVec_apply,
      dotProduct, Matrix.mulVec, Finset.mul_sum]
    exact Finset.sum_congr rfl fun i _ => Finset.sum_congr rfl fun j _ => by ring
  have hs' : A⁻¹ *ᵥ (A *ᵥ s) = s := by
    rw [Matrix.mulVec_mulVec, Matrix.nonsing_inv_mul _ (isUnit_det h), Matrix.one_mulVec]
  have hw : A *ᵥ (A⁻¹ *ᵥ (B *ᵥ s)) = B *ᵥ s := by
    rw [Matrix.mulVec_mulVec, Matrix.mul_nonsing_inv _ (isUnit_det h), Matrix.one_mulVec]
  have split : bfgs B s (A *ᵥ s) - A = (B - A)
      - (s ⬝ᵥ B *ᵥ s)⁻¹ • vecMulVec (B *ᵥ s) (B *ᵥ s)
      + (s ⬝ᵥ A *ᵥ s)⁻¹ • vecMulVec (A *ᵥ s) (A *ᵥ s) := by
    unfold bfgs
    abel
  -- Cauchy-Schwarz in the metric of `A`, for `s` and `A⁻¹ B s`
  have cs : 0 ≤ (A⁻¹ *ᵥ (B *ᵥ s) - ((s ⬝ᵥ B *ᵥ s) / (s ⬝ᵥ A *ᵥ s)) • s) ⬝ᵥ
      A *ᵥ (A⁻¹ *ᵥ (B *ᵥ s) - ((s ⬝ᵥ B *ᵥ s) / (s ⬝ᵥ A *ᵥ s)) • s) :=
    (mul_nonneg h.pos.le (Finset.sum_nonneg fun i _ => mul_self_nonneg _)).trans (h.lower _)
  rw [form_shift h.symm, hw, dotProduct_comm _ (B *ᵥ s)] at cs
  unfold hessError
  rw [split, Matrix.mul_add, Matrix.mul_sub, Matrix.mul_smul, Matrix.mul_smul,
    Matrix.trace_add, Matrix.trace_sub, Matrix.trace_smul, Matrix.trace_smul, tr, tr, hs',
    dotProduct_comm (A *ᵥ s) s, smul_eq_mul, smul_eq_mul, inv_mul_cancel₀ ha.ne']
  generalize s ⬝ᵥ A *ᵥ s = a at *
  generalize s ⬝ᵥ B *ᵥ s = b at *
  generalize (B *ᵥ s) ⬝ᵥ A⁻¹ *ᵥ (B *ᵥ s) = c at *
  have e : c - 2 * (b / a) * b + (b / a) ^ 2 * a = c - b / a * b := by
    field_simp
    ring
  have h2 : b / a ≤ b⁻¹ * c := by
    rw [inv_mul_eq_div, le_div_iff₀ hb]
    linarith
  linarith

omit [DecidableEq ι] in
/-- A BFGS step along any nonzero `s` keeps `B - A` positive semidefinite. -/
theorem bfgs_dominates {A B : Matrix ι ι ℝ} {m L : ℝ} (h : SpectralBounds A m L)
    (hB : (B - A).PosSemidef) {s : ι → ℝ} (hs : s ≠ 0) :
    (bfgs B s (A *ᵥ s) - A).PosSemidef := by
  obtain ⟨hBs, hAB⟩ := dominates h.symm hB
  have ha := curvature_pos h hs
  have hb := lt_of_lt_of_le ha (hAB s)
  have rank1 : ∀ u x : ι → ℝ, vecMulVec u u *ᵥ x = (u ⬝ᵥ x) • u := by
    intro u x
    ext i
    simp only [Matrix.mulVec, dotProduct, Matrix.vecMulVec_apply, Pi.smul_apply, smul_eq_mul,
      Finset.sum_mul]
    exact Finset.sum_congr rfl fun j _ => by ring
  refine Matrix.PosSemidef.of_dotProduct_mulVec_nonneg (Matrix.IsHermitian.ext fun i j => ?_)
    fun x => ?_
  · simp only [bfgs, Matrix.sub_apply, Matrix.add_apply, Matrix.smul_apply,
      Matrix.vecMulVec_apply, smul_eq_mul, star_trivial]
    rw [hBs.apply i j, h.symm.apply i j]
    ring
  · -- compare `A` and `B` at the point of the line `x - t s` where `B` is smallest
    have h1 := hAB (x - ((s ⬝ᵥ B *ᵥ x) / (s ⬝ᵥ B *ᵥ s)) • s)
    rw [form_shift h.symm, form_shift hBs] at h1
    simp only [bfgs, star_trivial, Matrix.sub_mulVec, Matrix.add_mulVec, Matrix.smul_mulVec,
      rank1, dotProduct_sub, dotProduct_add, dotProduct_smul, smul_eq_mul]
    rw [dotProduct_comm (B *ᵥ s) x, dotProduct_comm (A *ᵥ s) x, form_comm hBs x s,
      form_comm h.symm x s]
    generalize s ⬝ᵥ A *ᵥ s = a at *
    generalize s ⬝ᵥ B *ᵥ s = b at *
    generalize s ⬝ᵥ A *ᵥ x = q at *
    generalize s ⬝ᵥ B *ᵥ x = p at *
    have e1 : (p / b) ^ 2 * b - 2 * (p / b) * p = -(b⁻¹ * (p * p)) := by
      field_simp
      ring
    have e2 : (p / b) ^ 2 * a - 2 * (p / b) * q + a⁻¹ * (q * q) = a * (p / b - q / a) ^ 2 := by
      field_simp
      ring
    have e3 : 0 ≤ a * (p / b - q / a) ^ 2 := mul_nonneg ha.le (sq_nonneg _)
    linarith

/-- If `B - A` is positive semidefinite, one greedy BFGS step contracts the error `tr (A⁻¹ (B - A))`
by at least the factor `1 - m / (n L)`, where `n` is the dimension. -/
theorem greedy_bfgs_step {A B : Matrix ι ι ℝ} {m L : ℝ} (h : SpectralBounds A m L)
    (hB : (B - A).PosSemidef) {i : ι} (hi : IsGreedy A B i) :
    hessError A (coordStep A B i)
      ≤ (1 - m / (Fintype.card ι * L)) * hessError A B := by
  have diag : ∀ (M : Matrix ι ι ℝ) (j : ι),
      (Pi.single j 1 : ι → ℝ) ⬝ᵥ M *ᵥ Pi.single j 1 = M j j := fun M j => by simp
  have ne : ∀ j : ι, (Pi.single j 1 : ι → ℝ) ≠ 0 := fun j => by simp
  have hA : ∀ j, 0 < A j j := fun j => diag A j ▸ curvature_pos h (ne j)
  have hL : ∀ j, A j j ≤ L := fun j => by
    have h1 := h.upper (Pi.single j 1)
    rw [diag] at h1
    simpa using h1
  have hprog := bfgs_progress h hB (ne i)
  rw [diag, diag] at hprog
  have hθ : 0 ≤ B i i / A i i - 1 := by
    have h1 := (dominates h.symm hB).2 (Pi.single i 1)
    rw [diag, diag] at h1
    linarith [(one_le_div (hA i)).mpr h1]
  -- greediness bounds every diagonal entry of `B - A`
  have htr : (B - A).trace ≤ Fintype.card ι * ((B i i / A i i - 1) * L) := by
    have h1 : ∀ j ∈ Finset.univ, (B - A) j j ≤ (B i i / A i i - 1) * L := fun j _ => by
      have h2 := (div_le_iff₀ (hA j)).mp (hi j)
      have h3 := mul_le_mul_of_nonneg_left (hL j) hθ
      rw [Matrix.sub_apply]
      linarith
    have h4 := Finset.sum_le_card_nsmul Finset.univ (fun j => (B - A) j j) _ h1
    rwa [nsmul_eq_mul, Finset.card_univ] at h4
  have hσ : m * hessError A B ≤ (B - A).trace := trace_inv_mul_le h hB
  have hn : (0 : ℝ) < Fintype.card ι := Nat.cast_pos.mpr (Fintype.card_pos_iff.mpr ⟨i⟩)
  have hfin : m / (Fintype.card ι * L) * hessError A B ≤ B i i / A i i - 1 := by
    rw [div_mul_eq_mul_div, div_le_iff₀ (mul_pos hn ((hA i).trans_le (hL i)))]
    linarith
  unfold coordStep
  linarith

/-- Along a run of greedy BFGS that starts with `B 0 - A` positive semidefinite, every `B k - A` is
positive semidefinite and the error after `k` steps is at most `(1 - m / (n L)) ^ k` times the
initial error. -/
theorem greedy_bfgs_rate {A : Matrix ι ι ℝ} {m L : ℝ} (h : SpectralBounds A m L)
    (B : ℕ → Matrix ι ι ℝ) (i : ℕ → ι) (h0 : (B 0 - A).PosSemidef)
    (hi : ∀ k, IsGreedy A (B k) (i k)) (hstep : ∀ k, B (k + 1) = coordStep A (B k) (i k))
    (k : ℕ) : (B k - A).PosSemidef ∧
      hessError A (B k) ≤ (1 - m / (Fintype.card ι * L)) ^ k * hessError A (B 0) := by
  -- the contraction factor is nonnegative because `m ≤ L ≤ n L`
  have hmL : m ≤ L := by
    have h1 := (h.lower (Pi.single (i 0) 1)).trans (h.upper (Pi.single (i 0) 1))
    simpa using h1
  have hL : 0 < L := h.pos.trans_le hmL
  have hn : (1 : ℝ) ≤ Fintype.card ι :=
    Nat.one_le_cast.mpr (Fintype.card_pos_iff.mpr ⟨i 0⟩)
  have hq : 0 ≤ 1 - m / (Fintype.card ι * L) := by
    have h1 : m / (Fintype.card ι * L) ≤ 1 := by
      rw [div_le_one (mul_pos (by linarith) hL)]
      nlinarith
    linarith
  induction k with
  | zero => exact ⟨h0, by simp⟩
  | succ k ih =>
    rw [hstep k]
    refine ⟨bfgs_dominates h ih.1 (by simp), (greedy_bfgs_step h ih.1 (hi k)).trans ?_⟩
    rw [pow_succ', mul_assoc]
    exact mul_le_mul_of_nonneg_left ih.2 hq

end

end GreedyBFGS
```

```lean
#print axioms GreedyBFGS.greedy_bfgs_rate
```

```
'GreedyBFGS.greedy_bfgs_rate' depends on axioms: [propext, Classical.choice, Quot.sound]
```

## How the proof follows the algebra

`form_shift` expands the quadratic form at $x-ts$. It serves twice: in `bfgs_progress` for the inequality $c\ge b^2/a$, and in `bfgs_dominates` for the comparison at $x-ts$. `curvature_pos` supplies $a>0$, `isUnit_det` makes $A^{-1}$ a true inverse, and `dominates` extracts from the positivity of $B-A$ the symmetry of $B$ and the inequality between the quadratic forms.

In `trace_inv_mul_le`, `key` is the bound for a single vector. The matrix `U` has the eigenvectors of $C$ as columns, and the local fact `tr` writes any trace as a sum over that basis.

`bfgs_progress` and `bfgs_dominates` first reduce the matrix expressions to a few scalars. The `generalize` steps then name these `a`, `b`, `c` or `a`, `b`, `p`, `q`, as in the derivation; `field_simp` and `ring` check the identities, and `linarith` combines the inequalities.

In `greedy_bfgs_step`, `hprog` is the progress bound, `htr` is $\operatorname{tr}(B-A)\le nL\theta$, and `hσ` is the trace comparison. `greedy_bfgs_rate` proves the nonnegativity of the factor as `hq`, then carries positivity and the error bound through the induction together, because each new step needs the positivity left by the last.
